# A Lorentzian pulse of area $2\pi$ on a contact excites, on average, one electron per spin direction and fully open channel from a non-interacting Fermi sea at zero temperature

## One level, one pulse of unit width

Take a single level at energy zero, with $\hbar=e=1$, and shift it by the potential energy $2/(t^2+1)$. Its amplitude acquires the phase factor

$$\frac{t+i}{t-i}=1+\frac{2i}{t-i}=1-\int_0^\infty 2e^{-E}e^{-iEt}\,dE .$$

Let the level belong to a contact that is shifted as a whole, and let its electron pass into a lead that is not shifted. There the phase factor becomes a distribution of energies. The integral contains only $E>0$: the electron can keep its energy or gain some, but never lose any. For a filled sea of such levels in the contact, this one-sided spectrum fixes how many electrons arrive above the Fermi energy.

## The phase for general width

For $w>0$ let
$$V(t)=\frac{2w}{t^2+w^2},\qquad u(t)=\frac{t+iw}{t-iw},\qquad p(E)=2we^{-wE}.$$

The numerator of $u$ is the conjugate of its denominator, which never vanishes, so $|u|=1$. The quotient rule gives
$$u'=\frac{-2iw}{(t-iw)^2}=-i\,\frac{2w}{(t+iw)(t-iw)}\,\frac{t+iw}{t-iw}=-iVu .$$

If $\psi'=-iV\psi$ too, then $(\psi/u)'=(\psi'u-\psi u')/u^2=0$. Since $u(0)=-1$, it follows that $\psi(t)=-\psi(0)u(t)$.

Substituting $t=ws$ gives the area, $\int V\,dt=2\int ds/(1+s^2)=2\pi$. For the spectrum,
$$\int_0^\infty p(E)e^{-iEt}dE=\frac{2w}{w+it}=\frac{-2iw}{t-iw},$$
and one minus this is $u(t)$.

## Counting electrons above the sea

Fill all levels below energy zero. An electron at depth $x>0$ reaches $\varepsilon>0$ by gaining $\varepsilon+x$, so the occupation density is
$$n(\varepsilon)=\int_0^\infty p(\varepsilon+x)^2dx=4w^2e^{-2w\varepsilon}\int_0^\infty e^{-2wx}dx=2we^{-2w\varepsilon}.$$

With $\int_0^\infty x^ke^{-rx}dx=k!/r^{k+1}$ for $k=0,1,2,\dots$ and $r=2w$, the number and energy are
$$\int_0^\infty n\,d\varepsilon=\frac{2w}{2w}=1,\qquad \int_0^\infty\varepsilon\,n\,d\varepsilon=\frac{2w}{(2w)^2}=\frac1{2w}.$$

The same values follow from single integrals over the gain:
$$\int_0^\infty Ep^2dE=\frac{4w^2}{(2w)^2}=1,\qquad \int_0^\infty\frac{E^2p^2}{2}dE=2w^2\,\frac{2}{(2w)^3}=\frac1{2w}.$$
The weight $E$ measures the depths from which a gain $E$ crosses the Fermi level; $E^2/2$ adds up the final energies.

As $w\to0$ the number stays at one while the energy diverges.

## What the Lean statement says

`pulse`, `phase`, `gain` and `occupation` are $V$, $u$, $p$ and $n$. Where the docstrings say voltage, they mean the potential energy $V$ of the electron; since its charge is negative, the electrostatic potential has the opposite sign. The theorem `single_electron_pulse` assumes only `0 < w` and states the area, the differential equation, the spectrum, the number and the energy. Modulus, uniqueness and the single integrals are separate theorems; the first two need only `w ≠ 0`.

The level's own energy is absent from the equation, since it contributes only a factor common to driven and undriven motion. The definition of `occupation` carries the many-body physics: non-interacting electrons that pass without reflection from the driven contact into an undriven lead, in one channel with one spin direction at zero temperature, with states normalised per unit energy and a sea without a bottom. The number is an expectation value; its fluctuations, and the question whether the pulse leaves holes in the sea, are not treated.

## The pulse on a time grid

For this non-interacting model, the formulas give a reference for time-dependent transport codes. For a level of the contact taken without its coupling to the lead, the factor $u(t+\Delta t)/u(t)$ carries the drive exactly over one step. Cutting the pulse to $|t|<T$ loses the area $4\arctan(w/T)$, about $4w/T$ for $T\gg w$, so a window much longer than $w$ keeps the area close to $2\pi$.

## The file and its proof

```lean
import Mathlib

open MeasureTheory Set
open Complex (I)

namespace LorentzianPulse

noncomputable section

/-- The Lorentzian voltage pulse of width `w` (units with `ħ = e = 1`), for `w ≠ 0`. -/
def pulse (w t : ℝ) : ℝ := 2 * w / (t ^ 2 + w ^ 2)

/-- The phase factor `(t + iw)/(t - iw)` acquired by an electron level, for `w ≠ 0`. -/
def phase (w t : ℝ) : ℂ := ((t : ℂ) + I * w) / ((t : ℂ) - I * w)

/-- The amplitude density for an electron to gain the energy `E > 0`, up to a factor `-1`: `2w
exp(-wE)`. -/
def gain (w E : ℝ) : ℝ := 2 * w * Real.exp (-(w * E))

/-- The occupation density at energy `ε > 0` above a Fermi sea filled up to energy zero: the squared
amplitude density for the gain `ε + x`, integrated over all depths `x > 0` in the sea. -/
def occupation (w ε : ℝ) : ℝ := ∫ x in Ioi (0 : ℝ), gain w (ε + x) ^ 2

lemma denom_ne {w : ℝ} (hw : w ≠ 0) (t : ℝ) : (t : ℂ) - I * w ≠ 0 := by
  intro h
  have h' := congrArg Complex.im h
  simp [hw] at h'

/-- The phase factor has modulus one at all times. -/
theorem norm_phase {w : ℝ} (hw : w ≠ 0) (t : ℝ) : ‖phase w t‖ = 1 := by
  have h : (t : ℂ) + I * w = starRingEnd ℂ ((t : ℂ) - I * w) := by simp
  rw [phase, norm_div, h, RCLike.norm_conj, div_self (norm_ne_zero_iff.2 (denom_ne hw t))]

/-- The phase factor obeys the Schrödinger equation `u' = -i V u` of a level driven by the
pulse. -/
theorem hasDerivAt_phase {w : ℝ} (hw : w ≠ 0) (t : ℝ) :
    HasDerivAt (phase w) (-I * pulse w t * phase w t) t := by
  have hm := denom_ne hw t
  have hp : (t : ℂ) + I * w ≠ 0 := by
    intro h
    have h' := congrArg Complex.im h
    simp [hw] at h'
  have h0 : HasDerivAt (fun s : ℝ => (s : ℂ)) 1 t := by
    simpa using (hasDerivAt_id t).ofReal_comp
  have h := (h0.add_const (I * (w : ℂ))).fun_div (h0.sub_const (I * (w : ℂ))) hm
  -- the Lorentzian denominator factorises over the complex numbers
  have hV : ((pulse w t : ℝ) : ℂ) = 2 * w / (((t : ℂ) + I * w) * ((t : ℂ) - I * w)) := by
    have e : ((t : ℂ) + I * w) * ((t : ℂ) - I * w) = (t : ℂ) ^ 2 + (w : ℂ) ^ 2 := by
      linear_combination (-(w : ℂ) ^ 2) * Complex.I_sq
    rw [e, pulse]
    push_cast
    rfl
  refine h.congr_deriv ?_
  rw [hV, phase]
  field_simp
  ring

/-- Every amplitude driven by the pulse is its value at time zero times `-u(t)`. -/
theorem driven_level_unique {w : ℝ} (hw : w ≠ 0) (ψ : ℝ → ℂ)
    (hψ : ∀ t, HasDerivAt ψ (-I * pulse w t * ψ t) t) (t : ℝ) :
    ψ t = -ψ 0 * phase w t := by
  have hu : ∀ s, phase w s ≠ 0 := fun s h => by
    have h1 := norm_phase hw s
    rw [h, norm_zero] at h1
    exact zero_ne_one h1
  -- the ratio of two solutions is constant
  have hd : ∀ s, HasDerivAt (fun r => ψ r / phase w r) 0 s := fun s => by
    refine ((hψ s).fun_div (hasDerivAt_phase hw s) (hu s)).congr_deriv ?_
    rw [div_eq_zero_iff]
    left
    ring
  have hc := is_const_of_deriv_eq_zero (fun s => (hd s).differentiableAt)
    (fun s => (hd s).deriv) t 0
  have h0 : phase w 0 = -1 := by
    rw [phase, div_eq_iff (denom_ne hw 0)]
    push_cast
    ring
  have hc' : ψ t / phase w t = ψ 0 / phase w 0 := hc
  rw [h0, div_neg, div_one, div_eq_iff (hu t)] at hc'
  exact hc'

/-- The time integral of the voltage pulse is `2π`. -/
theorem pulse_area {w : ℝ} (hw : 0 < w) : ∫ t, pulse w t = 2 * Real.pi := by
  have h : ∀ t, pulse w t = 2 / w * (1 + (t / w) ^ 2)⁻¹ := by
    intro t
    obtain ⟨s, rfl⟩ : ∃ s, t = w * s := ⟨t / w, by field_simp⟩
    rw [mul_div_cancel_left₀ s hw.ne', pulse, ← div_eq_mul_inv, div_div,
      div_eq_div_iff (by positivity) (by positivity)]
    ring
  have hs : ∫ t : ℝ, (1 + (t / w) ^ 2)⁻¹ = |w| • ∫ x : ℝ, (1 + x ^ 2)⁻¹ :=
    Measure.integral_comp_div (fun x : ℝ => (1 + x ^ 2)⁻¹) w
  simp_rw [h]
  rw [integral_const_mul, hs, integral_univ_inv_one_add_sq, abs_of_pos hw, smul_eq_mul,
    ← mul_assoc, div_mul_cancel₀ _ hw.ne']

/-- The phase factor is one minus a superposition of `exp(-iEt)` with positive energy
gains `E` only. -/
theorem phase_spectrum {w : ℝ} (hw : 0 < w) (t : ℝ) :
    phase w t = 1 - ∫ E in Ioi (0 : ℝ), (gain w E : ℂ) * Complex.exp (-(I * E * t)) := by
  have h : ∀ E : ℝ, (gain w E : ℂ) * Complex.exp (-(I * E * t))
      = 2 * w * Complex.exp (-((w : ℂ) + I * t) * E) := by
    intro E
    rw [gain]
    push_cast
    rw [mul_assoc, ← Complex.exp_add]
    congr 2
    ring
  have hre : (-((w : ℂ) + I * t)).re < 0 := by simp [hw]
  have e : (w : ℂ) + I * t = I * ((t : ℂ) - I * w) := by
    linear_combination (w : ℂ) * Complex.I_sq
  have hm := denom_ne hw.ne' t
  simp_rw [h]
  rw [integral_const_mul, integral_exp_mul_complex_Ioi hre]
  simp only [Complex.ofReal_zero, mul_zero, Complex.exp_zero]
  rw [neg_div_neg_eq, e, one_div, mul_inv, Complex.inv_I, phase]
  field_simp
  ring

lemma moment (n : ℕ) {r : ℝ} (hr : 0 < r) :
    ∫ x in Ioi (0 : ℝ), x ^ n * Real.exp (-(r * x)) = (n.factorial : ℝ) / r ^ (n + 1) := by
  have h := Real.integral_rpow_mul_exp_neg_mul_Ioi (a := (n : ℝ) + 1) (by positivity) hr
  have e : (1 / r) ^ ((n : ℝ) + 1) = (1 / r) ^ (n + 1) := by
    exact_mod_cast Real.rpow_natCast (1 / r) (n + 1)
  rw [Real.Gamma_nat_eq_factorial, e] at h
  simp only [add_sub_cancel_right, Real.rpow_natCast] at h
  rw [h, one_div, inv_pow, div_eq_mul_inv, mul_comm]

lemma gain_sq (w E : ℝ) : gain w E ^ 2 = 4 * w ^ 2 * Real.exp (-(2 * w * E)) := by
  have h : Real.exp (-(2 * w * E)) = Real.exp (-(w * E)) * Real.exp (-(w * E)) := by
    rw [← Real.exp_add]
    congr 1
    ring
  rw [h, gain]
  ring

/-- The occupation density above the Fermi sea is `2w exp(-2wε)`. -/
theorem occupation_eq {w : ℝ} (hw : 0 < w) (ε : ℝ) :
    occupation w ε = 2 * w * Real.exp (-(2 * w * ε)) := by
  have h : ∀ x, gain w (ε + x) ^ 2
      = 4 * w ^ 2 * Real.exp (-(2 * w * ε)) * (x ^ 0 * Real.exp (-(2 * w * x))) := by
    intro x
    rw [gain_sq, show -(2 * w * (ε + x)) = -(2 * w * ε) + -(2 * w * x) by ring, Real.exp_add]
    ring
  rw [occupation]
  simp_rw [h]
  rw [integral_const_mul, moment 0 (by positivity)]
  simp only [Nat.factorial_zero, Nat.cast_one, zero_add, pow_one]
  rw [mul_one_div, div_eq_iff (by positivity)]
  ring

/-- The square of `gain` weighted with `E` integrates to `1`, and weighted with `E²/2` it integrates
to `1/(2w)`. -/
theorem gain_moments {w : ℝ} (hw : 0 < w) :
    ∫ E in Ioi (0 : ℝ), E * gain w E ^ 2 = 1 ∧
    ∫ E in Ioi (0 : ℝ), E ^ 2 * gain w E ^ 2 / 2 = 1 / (2 * w) := by
  have h1 : ∀ E, E * gain w E ^ 2 = 4 * w ^ 2 * (E ^ 1 * Real.exp (-(2 * w * E))) := by
    intro E
    rw [gain_sq]
    ring
  have h2 : ∀ E, E ^ 2 * gain w E ^ 2 / 2
      = 2 * w ^ 2 * (E ^ 2 * Real.exp (-(2 * w * E))) := by
    intro E
    rw [gain_sq]
    ring
  constructor
  · simp_rw [h1]
    rw [integral_const_mul, moment 1 (by positivity)]
    simp only [Nat.factorial_one, Nat.cast_one]
    rw [mul_one_div, div_eq_iff (by positivity)]
    ring
  · simp_rw [h2]
    rw [integral_const_mul, moment 2 (by positivity)]
    simp only [Nat.factorial_two, Nat.cast_ofNat]
    rw [← mul_div_assoc, div_eq_div_iff (by positivity) (by positivity)]
    ring

/-- The Lorentzian pulse has area `2π`; its phase factor obeys the equation of a driven level and is
one minus a superposition of positive energy gains; the occupation density above the Fermi sea
integrates to one, and weighted with the energy it integrates to `1/(2w)`. -/
theorem single_electron_pulse {w : ℝ} (hw : 0 < w) :
    (∫ t, pulse w t = 2 * Real.pi) ∧
    (∀ t, HasDerivAt (phase w) (-I * pulse w t * phase w t) t) ∧
    (∀ t, phase w t
      = 1 - ∫ E in Ioi (0 : ℝ), (gain w E : ℂ) * Complex.exp (-(I * E * t))) ∧
    (∫ ε in Ioi (0 : ℝ), occupation w ε = 1) ∧
    (∫ ε in Ioi (0 : ℝ), ε * occupation w ε = 1 / (2 * w)) := by
  refine ⟨pulse_area hw, hasDerivAt_phase hw.ne', phase_spectrum hw, ?_, ?_⟩
  · -- electron number
    have h : ∀ ε, occupation w ε = 2 * w * (ε ^ 0 * Real.exp (-(2 * w * ε))) := by
      intro ε
      rw [occupation_eq hw, pow_zero, one_mul]
    simp_rw [h]
    rw [integral_const_mul, moment 0 (by positivity)]
    simp only [Nat.factorial_zero, Nat.cast_one, zero_add, pow_one]
    exact mul_one_div_cancel (by positivity)
  · -- electron energy
    have h : ∀ ε, ε * occupation w ε = 2 * w * (ε ^ 1 * Real.exp (-(2 * w * ε))) := by
      intro ε
      rw [occupation_eq hw]
      ring
    simp_rw [h]
    rw [integral_const_mul, moment 1 (by positivity)]
    simp only [Nat.factorial_one, Nat.cast_one]
    rw [mul_one_div, div_eq_div_iff (by positivity) (by positivity)]
    ring

end

end LorentzianPulse
```

```lean
#print axioms LorentzianPulse.driven_level_unique
-- 'LorentzianPulse.driven_level_unique' depends on axioms: [propext, Classical.choice, Quot.sound]
#print axioms LorentzianPulse.gain_moments
-- 'LorentzianPulse.gain_moments' depends on axioms: [propext, Classical.choice, Quot.sound]
#print axioms LorentzianPulse.single_electron_pulse
-- 'LorentzianPulse.single_electron_pulse' depends on axioms: [propext, Classical.choice, Quot.sound]
```

`denom_ne` reads off the imaginary part of $t-iw$. In `hasDerivAt_phase`, `hV` factorises the Lorentzian denominator; `field_simp` and `ring` then match the quotient rule to $-iVu$. `driven_level_unique` shows that $\psi/u$ has zero derivative and evaluates the constant at time zero.

`pulse_area` rescales to Mathlib's integral of $1/(1+x^2)$. `phase_spectrum` merges the two exponentials and applies `integral_exp_mul_complex_Ioi`, whose condition of a negative real part is where $w>0$ enters.

`moment` obtains the factorial formula from the Gamma integral, and `gain_sq` writes $p^2$ as one exponential. With these, `occupation_eq` evaluates the integral over the sea and `gain_moments` the two single integrals. The final theorem collects the earlier results and applies `moment` with the exponents $0$ and $1$ to the occupation.
